# Amplitude iteration with a constant denominator $s$ converges for the linearized coupled-cluster equations when their symmetric matrix has all eigenvalues between $0$ and $2s$

Let $n$ be a finite set of excitations, $t\in\mathbb R^n$ the vector of their amplitudes, $A$ a real $n\times n$ matrix and $b\in\mathbb R^n$ the driving term. The linearized coupled-cluster equations are $At+b=0$. Given nonzero denominators $d_i$, one update of the amplitudes is

$$t_i\;\longmapsto\; t_i-\frac{(At+b)_i}{d_i}.$$

Orbital-energy differences, virtual minus occupied, are one choice of $d_i$; a constant $d_i=s>0$ is another. This constant is called the shift below. It replaces the orbital-energy differences, unlike the usual level shift, which is added to them.

The convergence results take $A$ to be symmetric. In linearized coupled-cluster doubles with real orbitals, $A$ is the matrix of $H-E_{\mathrm{ref}}$ between orthonormal doubly excited determinants, where $H$ is the Hamiltonian and $E_{\mathrm{ref}}$ the reference energy. Positive definiteness then means that every normalised combination of these determinants has an energy expectation value above $E_{\mathrm{ref}}$.

## Fixed points and damping of the error

An update leaves $t$ unchanged exactly when $(At+b)_i/d_i=0$ for every $i$, that is, when $At+b=0$. The denominators therefore do not affect the solution. If $A$ is invertible, the only fixed point is $-A^{-1}b$.

Now set $d_i=s$ and let $t_*$ be a solution. For amplitudes $t_*+e$ with error $e$, the residual is $At_*+Ae+b=Ae$, so the updated error is $e-Ae/s$. Expand the initial error in eigenvectors, $e=\sum_i c_iu_i$ with $Au_i=\lambda_iu_i$. After $k$ updates it has become

$$\sum_i\left(1-\frac{\lambda_i}{s}\right)^k c_iu_i .$$

The powers tend to zero exactly when $|1-\lambda_i/s|<1$. This means $-1<1-\lambda_i/s<1$, or $0<\lambda_i<2s$. If the condition holds for all $i$, every initial error vanishes in the limit. Conversely, if the iteration converges to $t_*$ from every start, take the initial error $u_i$. Some component of $u_i$ is nonzero, and its convergence forces $(1-\lambda_i/s)^k\to0$.

For positive definite $A$ all $\lambda_i$ are positive and $A$ is invertible, so the upper bound $\lambda_i<2s$ suffices for convergence to $-A^{-1}b$. When $n$ is nonempty, $s=\operatorname{tr}A$ always qualifies, since $0<\lambda_i\le\sum_j\lambda_j=\operatorname{tr}A<2\operatorname{tr}A$.

In a finite linearized model of a metal, a constant shift avoids division by small orbital-energy differences. For symmetric $A$, convergence to one solution from every start still requires $A$ to be positive definite and $s$ to exceed half its largest eigenvalue.

## The update and its fixed points in Lean

```lean
import Mathlib

open Matrix Filter Topology

namespace ShiftedAmplitudeIteration

noncomputable section

variable {n : Type*} [Fintype n]
```

Amplitude vectors are functions `n → ℝ`, and `*ᵥ` is the matrix-vector product.

```lean
/-- One amplitude update: the residual `A t + b` of the linearized coupled-cluster equations
is divided, excitation by excitation, by the denominators `d` and subtracted from `t`. -/
def amplitudeStep (A : Matrix n n ℝ) (b d t : n → ℝ) : n → ℝ :=
  fun i => t i - (A *ᵥ t + b) i / d i
```

The argument `d` holds the denominators; the constant shift is `fun _ => s`.

```lean
/-- For nonzero denominators, the amplitudes left unchanged by the update are exactly the
solutions of the linearized coupled-cluster equations. -/
theorem fixed_iff_solution (A : Matrix n n ℝ) (b d t : n → ℝ) (hd : ∀ i, d i ≠ 0) :
    amplitudeStep A b d t = t ↔ A *ᵥ t + b = 0 := by
  constructor
  · intro h
    funext i
    have hi : t i - (A *ᵥ t + b) i / d i = t i := congrFun h i
    have hq : (A *ᵥ t + b) i / d i = 0 := by linarith
    exact (div_eq_zero_iff.1 hq).resolve_right (hd i)
  · intro h
    funext i
    have hi : (A *ᵥ t + b) i = 0 := congrFun h i
    change t i - (A *ᵥ t + b) i / d i = t i
    rw [hi, zero_div, sub_zero]
```

The proof works component by component: a zero quotient with nonzero denominator has a zero numerator.

## Powers of the damping factor

```lean
/-- If the error is a combination of eigenvectors of `A`, then `k` updates with constant shift
`s` multiply the component with eigenvalue `l i` by `(1 - l i / s) ^ k`. -/
theorem iterate_modes {ι : Type*} [Fintype ι] {A : Matrix n n ℝ} {b t : n → ℝ} (s : ℝ)
    (ht : A *ᵥ t + b = 0) {u : ι → n → ℝ} {l : ι → ℝ}
    (hu : ∀ i, A *ᵥ u i = l i • u i) (c : ι → ℝ) (k : ℕ) :
    (amplitudeStep A b (fun _ => s))^[k] (t + ∑ i, c i • u i)
      = t + ∑ i, ((1 - l i / s) ^ k * c i) • u i := by
  -- a single update acts on each mode separately
  have step : ∀ a : ι → ℝ, amplitudeStep A b (fun _ => s) (t + ∑ i, a i • u i)
      = t + ∑ i, ((1 - l i / s) * a i) • u i := by
    intro a
    have hmul : A *ᵥ (t + ∑ i, a i • u i) = A *ᵥ t + ∑ i, (a i * l i) • u i := by
      rw [Matrix.mulVec_add]
      congr 1
      change A.mulVecLin (∑ i, a i • u i) = _
      rw [map_sum]
      refine Finset.sum_congr rfl fun i _ => ?_
      rw [map_smul, Matrix.mulVecLin_apply, hu i, smul_smul]
    funext j
    have h0 : (A *ᵥ t) j + b j = 0 := congrFun ht j
    have hsum : ∑ i, (1 - l i / s) * a i * u i j
        = ∑ i, a i * u i j - (∑ i, a i * l i * u i j) / s := by
      rw [Finset.sum_div, ← Finset.sum_sub_distrib]
      refine Finset.sum_congr rfl fun i _ => ?_
      ring
    simp only [amplitudeStep, hmul, Pi.add_apply, Finset.sum_apply, Pi.smul_apply, smul_eq_mul]
    linear_combination (-1 / s) * h0 - hsum
  induction k with
  | zero => simp
  | succ k ih =>
    rw [Function.iterate_succ_apply', ih, step]
    congr 1
    refine Finset.sum_congr rfl fun i _ => ?_
    congr 1
    ring
```

Here `t` is the solution $t_*$, `u i` and `l i` are an eigenvector and its eigenvalue, and `^[k]` denotes $k$ successive updates. The inner statement `step` is the one-update calculation, with `h0` removing the solution's residual. Induction on `k` supplies the powers.

```lean
/-- With a positive shift `s`, the factor `1 - x / s` has modulus below one exactly when
`x` lies strictly between `0` and `2 s`. -/
theorem damping_iff {s : ℝ} (hs : 0 < s) (x : ℝ) :
    |1 - x / s| < 1 ↔ 0 < x ∧ x < 2 * s := by
  rw [abs_lt]
  constructor
  · rintro ⟨h1, h2⟩
    have h3 : 0 < x / s := by linarith
    have h4 : x / s < 2 := by linarith
    have e : x / s * s = x := div_mul_cancel₀ x hs.ne'
    exact ⟨e ▸ mul_pos h3 hs, (div_lt_iff₀ hs).1 h4⟩
  · rintro ⟨h1, h2⟩
    have h3 : 0 < x / s := div_pos h1 hs
    have h4 : x / s < 2 := (div_lt_iff₀ hs).2 h2
    constructor <;> linarith
```

This is the chain of inequalities for $|1-\lambda/s|<1$, with `x` for $\lambda$.

## The inverse and the eigenvector expansion

```lean
variable [DecidableEq n]

/-- For invertible `A`, the vector `-A⁻¹ b` is the only fixed point of the update, whatever
nonzero denominators are used. -/
theorem fixed_iff_eq_inverse {A : Matrix n n ℝ} (hA : IsUnit A.det) (b d t : n → ℝ)
    (hd : ∀ i, d i ≠ 0) :
    amplitudeStep A b d t = t ↔ t = -(A⁻¹ *ᵥ b) := by
  rw [fixed_iff_solution A b d t hd]
  constructor
  · intro h
    have h1 : A *ᵥ t = -b := eq_neg_of_add_eq_zero_left h
    rw [← Matrix.mulVec_neg, ← h1, Matrix.mulVec_mulVec, Matrix.nonsing_inv_mul _ hA,
      Matrix.one_mulVec]
  · rintro rfl
    rw [Matrix.mulVec_neg, Matrix.mulVec_mulVec, Matrix.mul_nonsing_inv _ hA,
      Matrix.one_mulVec, neg_add_cancel]
```

An invertible determinant makes `A⁻¹` a two-sided inverse, which gives the two directions of the equivalence.

```lean
/-- A real symmetric matrix has nonzero eigenvectors, one for each listed eigenvalue, in which
every amplitude vector can be expanded. -/
theorem exists_modes {A : Matrix n n ℝ} (hA : A.IsHermitian) :
    ∃ u : n → n → ℝ, (∀ i, A *ᵥ u i = hA.eigenvalues i • u i) ∧ (∀ i, u i ≠ 0) ∧
      ∀ x : n → ℝ, ∃ c : n → ℝ, x = ∑ i, c i • u i := by
  refine ⟨fun i => (hA.eigenvectorBasis i).ofLp, fun i => hA.mulVec_eigenvectorBasis i,
    fun i h => ?_, fun x => ?_⟩
  · exact hA.eigenvectorBasis.orthonormal.ne_zero i (by ext j; exact congrFun h j)
  · refine ⟨fun i => hA.eigenvectorBasis.repr (WithLp.toLp 2 x) i, ?_⟩
    have h := congrArg (WithLp.linearEquiv 2 ℝ (n → ℝ))
      (hA.eigenvectorBasis.sum_repr (WithLp.toLp 2 x))
    rw [map_sum] at h
    simp only [map_smul] at h
    exact h.symm
```

Over the reals, `IsHermitian` means symmetric. The vectors come from Mathlib's orthonormal eigenvector basis, and the coefficients `c` are the coordinates of `x` in it.

## Convergence from every start

```lean
/-- For symmetric `A` and a positive constant shift `s`, the iteration converges to a given
solution `t` from every start if and only if all eigenvalues of `A` lie strictly between
`0` and `2 s`. -/
theorem converges_iff {A : Matrix n n ℝ} (hA : A.IsHermitian) {b t : n → ℝ} {s : ℝ}
    (hs : 0 < s) (ht : A *ᵥ t + b = 0) :
    (∀ t₀, Tendsto (fun k : ℕ => (amplitudeStep A b (fun _ => s))^[k] t₀) atTop (𝓝 t)) ↔
      ∀ i, 0 < hA.eigenvalues i ∧ hA.eigenvalues i < 2 * s := by
  obtain ⟨u, hu, hne, hspan⟩ := exists_modes hA
  constructor
  · -- start with an error along one eigenvector and watch a nonzero component
    intro h i
    obtain ⟨j, hj'⟩ := Function.ne_iff.1 (hne i)
    have hj : u i j ≠ 0 := hj'
    have hk : ∀ k : ℕ, (amplitudeStep A b (fun _ => s))^[k] (t + u i) j
        = t j + (1 - hA.eigenvalues i / s) ^ k * u i j := by
      intro k
      have h1 := congrFun (iterate_modes (ι := Unit) s ht (u := fun _ => u i)
        (l := fun _ => hA.eigenvalues i) (fun _ => hu i) (fun _ => 1) k) j
      simpa using h1
    have h1 := (tendsto_pi_nhds.1 (h (t + u i))) j
    simp only [hk] at h1
    have h2 := (h1.sub_const (t j)).mul_const (u i j)⁻¹
    have h3 : Tendsto (fun k : ℕ => (1 - hA.eigenvalues i / s) ^ k) atTop (𝓝 0) := by
      convert h2 using 1
      · funext k
        simp [hj]
      · simp
    exact (damping_iff hs _).1 (tendsto_pow_atTop_nhds_zero_iff.1 h3)
  · -- every mode of the initial error is damped
    intro h t₀
    obtain ⟨c, hc⟩ := hspan (t₀ - t)
    have h0 : t₀ = t + ∑ i, c i • u i := by rw [← hc]; abel
    have hlim : Tendsto
        (fun k : ℕ => t + ∑ i, ((1 - hA.eigenvalues i / s) ^ k * c i) • u i)
        atTop (𝓝 (t + ∑ i, ((0 : ℝ) * c i) • u i)) :=
      tendsto_const_nhds.add (tendsto_finsetSum _ fun i _ =>
        ((tendsto_pow_atTop_nhds_zero_iff.2 ((damping_iff hs _).2 (h i))).mul_const
          (c i)).smul_const (u i))
    rw [h0]
    simp only [iterate_modes s ht hu c]
    simpa using hlim
```

`Tendsto … atTop (𝓝 t)` says that the amplitudes converge to `t` as the number of updates grows. The first half applies `iterate_modes` to a single mode, then subtracts `t j` and divides by the nonzero component `u i j` to isolate the power. The second half expands `t₀ - t` and takes the limit of the finite sum term by term.

```lean
/-- For positive definite `A` with every eigenvalue below `2 s`, the amplitude iteration with
constant shift `s` converges from any start to `-A⁻¹ b`. -/
theorem shifted_iteration_converges {A : Matrix n n ℝ} (hA : A.PosDef) (b : n → ℝ) {s : ℝ}
    (hs : 0 < s) (hlt : ∀ i, hA.isHermitian.eigenvalues i < 2 * s) (t₀ : n → ℝ) :
    Tendsto (fun k : ℕ => (amplitudeStep A b (fun _ => s))^[k] t₀) atTop
      (𝓝 (-(A⁻¹ *ᵥ b))) := by
  have hdet : IsUnit A.det := hA.det_pos.ne'.isUnit
  have hsol : A *ᵥ (-(A⁻¹ *ᵥ b)) + b = 0 :=
    (fixed_iff_solution A b (fun _ => s) _ fun _ => hs.ne').1
      ((fixed_iff_eq_inverse hdet b (fun _ => s) _ fun _ => hs.ne').2 rfl)
  exact (converges_iff hA.isHermitian hs hsol).2 (fun i => ⟨hA.eigenvalues_pos i, hlt i⟩) t₀
```

`PosDef` includes symmetry and supplies both the positive eigenvalues and the nonzero determinant. The two fixed-point theorems show that $-A^{-1}b$ is a solution, and `converges_iff` gives the limit. The theorem concerns constant shifts; it gives no convergence criterion for orbital-energy denominators, and the nonlinear coupled-cluster equations are not treated.

```lean
/-- For positive definite `A`, the iteration whose constant shift is the trace of `A`
converges from any start to `-A⁻¹ b`. -/
theorem trace_shift_converges [Nonempty n] {A : Matrix n n ℝ} (hA : A.PosDef)
    (b t₀ : n → ℝ) :
    Tendsto (fun k : ℕ => (amplitudeStep A b (fun _ => A.trace))^[k] t₀) atTop
      (𝓝 (-(A⁻¹ *ᵥ b))) := by
  have htr : A.trace = ∑ i, hA.isHermitian.eigenvalues i := by
    simpa using hA.isHermitian.trace_eq_sum_eigenvalues
  have hpos : ∀ i, 0 < hA.isHermitian.eigenvalues i := fun i => hA.eigenvalues_pos i
  -- each positive eigenvalue is at most their sum
  have hle : ∀ i, hA.isHermitian.eigenvalues i ≤ A.trace := by
    intro i
    rw [htr]
    exact Finset.single_le_sum (fun j _ => (hpos j).le) (Finset.mem_univ i)
  have hs : 0 < A.trace := (hpos (Classical.arbitrary n)).trans_le (hle _)
  exact shifted_iteration_converges hA b hs (fun i => by linarith [hle i]) t₀

end

end ShiftedAmplitudeIteration
```

The proof writes the trace as the sum of the eigenvalues and bounds each positive term by that sum. `Nonempty n` ensures that the trace is positive. This shift needs no diagonalization, but it is a poor choice for many excitations. With $N$ excitations the smallest eigenvalue is at most $\operatorname{tr}A/N$, so the slowest mode keeps at least the fraction $1-1/N$ of its error in each update.

```lean
#print axioms ShiftedAmplitudeIteration.shifted_iteration_converges
#print axioms ShiftedAmplitudeIteration.trace_shift_converges
```

```
'ShiftedAmplitudeIteration.shifted_iteration_converges' depends on axioms: [propext, Classical.choice, Quot.sound]
'ShiftedAmplitudeIteration.trace_shift_converges' depends on axioms: [propext, Classical.choice, Quot.sound]
```
